# Depletion threshold for a locally stable drop with energy $gr^2-Dr^3+Kr^6/2$

A supersaturated vapour is sealed in a box at fixed temperature. If a liquid drop forms, it takes its molecules from a finite supply, so the vapour becomes less supersaturated as the drop grows. In an open system a drop past the critical size grows without limit. In the box growth can stop at a finite radius, and if the box is small enough there may be no radius at which a drop is stable.

For a single spherical drop of radius $r$, take the free energy relative to the uniform vapour, called simply the energy below, to be

$$G(r)=g\,r^2-D\,r^3+\tfrac12 K r^6 .$$

Here $g>0$ is the surface cost ($4\pi$ times the surface tension), and $D>0$ is the bulk driving force at the initial supersaturation ($4\pi/3$ times the free energy gained per unit volume of liquid, before any depletion). The constant $K>0$ stands for depletion: the number of molecules in the drop grows as $r^3$, and if the driving force per molecule falls linearly with that number, the accumulated loss grows as $r^6$. This form of $G$ is the starting assumption. It leaves out higher-order depletion, competing drops, fluctuations and the upper limit on $r$ set by the material available.

In Lean 4 with Mathlib:

```lean
import Mathlib

open Set

namespace ClosedSystemNucleation

noncomputable section
```

The constants and the radius are real numbers in whatever consistent units one chooses. Positivity is not built into the definition; each theorem states the signs it needs.

```lean
/-- Energy of a drop of radius `r` in a closed system: surface cost `g`, driving force `D`,
and quadratic depletion of the vapour with strength `K`. -/
def dropEnergy (g D K r : ℝ) : ℝ := g * r ^ 2 - D * r ^ 3 + K * r ^ 6 / 2
```

## The slope factor and its minimum

Differentiation gives

$$G'(r)=2gr-3Dr^2+3Kr^5=r\,h(r),\qquad h(r)=2g-3Dr+3Kr^4 .$$

For $r>0$ the sign of $G'$ is the sign of $h$, which is called `slopeFactor`.

```lean
/-- The slope of the drop energy divided by the radius. -/
def slopeFactor (g D K r : ℝ) : ℝ := 2 * g - 3 * D * r + 3 * K * r ^ 4
```

The derivative is assembled from the power rule, term by term. Continuity of $G$ follows from it, and later lets sign information inside an interval extend to the endpoints.

```lean
/-- The derivative of the drop energy is the radius times the slope factor. -/
theorem dropEnergy_hasDerivAt (g D K r : ℝ) :
    HasDerivAt (dropEnergy g D K) (r * slopeFactor g D K r) r := by
  have h : HasDerivAt (fun x : ℝ => g * x ^ 2 - D * x ^ 3 + K * x ^ 6 / 2) _ r :=
    (((hasDerivAt_pow 2 r).const_mul g).fun_sub ((hasDerivAt_pow 3 r).const_mul D)).fun_add
      (((hasDerivAt_pow 6 r).const_mul K).div_const 2)
  exact h.congr_deriv (by norm_num [slopeFactor]; ring)

/-- The drop energy is a continuous function of the radius. -/
theorem dropEnergy_continuous (g D K : ℝ) : Continuous (dropEnergy g D K) :=
  continuous_iff_continuousAt.2 fun x => (dropEnergy_hasDerivAt g D K x).continuousAt
```

The threshold comes from asking when $h$ just touches zero. On $r>0$ its minimum lies where $4Kr^3=D$, and its value there is $2g-\tfrac94Dr$. This vanishes when $r=8g/(9D)$, and substituting back gives $2048Kg^3=729D^4$. Separating off the distance from this threshold leaves a double root:

$$2048g^3h(r)=3(2048Kg^3-729D^4)r^4+(9Dr-8g)^2(27D^2r^2+48Dgr+64g^2).$$

In the product on the right the $r^3$ and $r^2$ terms cancel, and its $r^4$ term, $2187D^4r^4$, cancels against the first part. `ring` checks the expansion.

```lean
/-- The slope factor splits into a term proportional to the distance from the threshold
`2048 K g³ = 729 D⁴` and a square times a quadratic form. -/
theorem slopeFactor_identity (g D K r : ℝ) :
    2048 * g ^ 3 * slopeFactor g D K r = 3 * (2048 * K * g ^ 3 - 729 * D ^ 4) * r ^ 4
      + (9 * D * r - 8 * g) ^ 2 * (27 * D ^ 2 * r ^ 2 + 48 * D * g * r + 64 * g ^ 2) := by
  unfold slopeFactor
  ring
```

## Two roots below the threshold

Suppose $g,D,K>0$ and $2048Kg^3<729D^4$, and put $p=8g/(9D)$. The square in the identity vanishes at $p$, so $h(p)<0$. At zero, $h(0)=2g>0$. At $R=p+1+D/K$ we have $R\ge1$ and $KR\ge D$, hence $KR^3\ge D$ and $h(R)=2g+3R(KR^3-D)>0$. The intermediate value theorem gives roots $a\in(0,p)$ and $b\in(p,R)$.

To exclude further positive roots, subtract $h(b)=0$ from $h(a)=0$ and divide by $a-b$:

$$D=K(a^3+a^2b+ab^2+b^3).$$

Inserting this in $h(r)=h(r)-h(a)$ gives

$$h(r)=3K(r-a)(r-b)\bigl(r^2+(a+b)r+a^2+ab+b^2\bigr),$$

whose last factor is positive for $r>0$. The two `linear_combination` steps carry out this elimination.

In a program, the same signs supply brackets for a root finder. With $x=r/p$ and $\lambda=2048Kg^3/(729D^4)$, the equation $h=0$ becomes $\lambda x^4-4x+3=0$. For $0<\lambda<1$, bisection on $(0,1)$ finds the critical radius, and bisection on $(1,(4/\lambda)^{1/3})$ finds the radius of the stable drop.

```lean
/-- Below the threshold the slope factor has two positive roots `a < b`, and it factors
through them. -/
theorem slopeFactor_factors {g D K : ℝ} (hg : 0 < g) (hD : 0 < D) (hK : 0 < K)
    (h : 2048 * K * g ^ 3 < 729 * D ^ 4) :
    ∃ a b : ℝ, 0 < a ∧ a < b ∧ ∀ r, slopeFactor g D K r =
      3 * K * (r - a) * (r - b) * (r ^ 2 + (a + b) * r + (a ^ 2 + a * b + b ^ 2)) := by
  have hc : Continuous (slopeFactor g D K) := by
    unfold slopeFactor
    fun_prop
  -- the slope factor is negative at the radius p = 8g/(9D)
  obtain ⟨p, hp, e⟩ : ∃ p : ℝ, 0 < p ∧ 9 * D * p = 8 * g :=
    ⟨8 * g / (9 * D), by positivity, by field_simp⟩
  have hneg : slopeFactor g D K p < 0 := by
    by_contra hn
    have h1 := mul_nonneg (by positivity : 0 ≤ 2048 * g ^ 3) (not_lt.1 hn)
    have h2 : (2048 * K * g ^ 3 - 729 * D ^ 4) * p ^ 4 < 0 :=
      mul_neg_of_neg_of_pos (by linarith) (by positivity)
    have h3 := slopeFactor_identity g D K p
    rw [show 9 * D * p - 8 * g = 0 by linarith] at h3
    linarith
  -- it is positive at zero and at a sufficiently large radius R
  have h0 : 0 < slopeFactor g D K 0 := by
    norm_num [slopeFactor]
    exact hg
  obtain ⟨R, hpR, hR1, hKR⟩ : ∃ R : ℝ, p < R ∧ 1 ≤ R ∧ D ≤ K * R := by
    have h1 := div_pos hD hK
    have h2 : K * (D / K) = D := by field_simp
    refine ⟨p + 1 + D / K, by linarith, by linarith, ?_⟩
    rw [mul_add, h2]
    have h3 : 0 < K * (p + 1) := by positivity
    linarith
  have hR : 0 < slopeFactor g D K R := by
    have h1 : 0 ≤ R * (R - 1) * (R + 1) :=
      mul_nonneg (mul_nonneg (by linarith) (by linarith)) (by linarith)
    have h2 : 0 ≤ K * (R * (R - 1) * (R + 1)) := mul_nonneg hK.le h1
    have h3 : 0 ≤ R * (K * R ^ 3 - D) := mul_nonneg (by linarith) (by linarith)
    unfold slopeFactor
    linarith
  obtain ⟨a, ha, ea⟩ := intermediate_value_Ioo' hp.le hc.continuousOn ⟨hneg, h0⟩
  obtain ⟨b, hb, eb⟩ := intermediate_value_Ioo hpR.le hc.continuousOn ⟨hneg, hR⟩
  have hab : a < b := ha.2.trans hb.1
  refine ⟨a, b, ha.1, hab, fun r => ?_⟩
  unfold slopeFactor at ea eb ⊢
  -- subtracting the two root equations expresses D through a and b
  have hDab : D = K * (a ^ 3 + a ^ 2 * b + a * b ^ 2 + b ^ 3) := by
    have hne : a - b ≠ 0 := by linarith [hab] |> fun (h : a - b < 0) => h.ne
    apply mul_left_cancel₀ hne
    linear_combination (eb - ea) / 3
  linear_combination ea - 3 * (r - a) * hDab
```

## The barrier and the locally stable drop

The factorisation fixes the sign of $G'$ on $r>0$: positive for $r<a$, negative for $a<r<b$, positive for $r>b$. So $G$ rises, falls and rises again, with a local maximum at $a$ (the critical nucleus) and a local minimum at $b$ (the drop at which growth stops).

The theorem states this for $g,D,K>0$ below the threshold. A positive $r$ satisfies `deriv (dropEnergy g D K) r = 0` exactly when $r=a$ or $r=b$. The stationary point at $r=0$, where there is no drop, is excluded by the condition `0 < r`. `IsLocalMax` and `IsLocalMin` allow ties, but strict monotonicity on `Icc 0 a`, `Icc a b` and `Ici b`, that is on $[0,a]$, $[a,b]$ and $[b,\infty)$, rules them out nearby.

In the proof, `hd` writes the slope as a positive number times $(r-a)(r-b)$. The three monotonicity statements `m1`, `m2` and `m3` follow from its sign, and the extrema are obtained by comparing energies on either side of $a$ and $b$.

```lean
/-- Below the threshold the drop energy has exactly two positive stationary radii: a local
maximum `a` and a larger local minimum `b`. The energy rises up to `a`, falls from `a` to `b`
and rises beyond `b`. -/
theorem barrier_and_stable_cluster {g D K : ℝ} (hg : 0 < g) (hD : 0 < D) (hK : 0 < K)
    (h : 2048 * K * g ^ 3 < 729 * D ^ 4) :
    ∃ a b : ℝ, 0 < a ∧ a < b ∧
      (∀ r, 0 < r → (deriv (dropEnergy g D K) r = 0 ↔ r = a ∨ r = b)) ∧
      IsLocalMax (dropEnergy g D K) a ∧ IsLocalMin (dropEnergy g D K) b ∧
      StrictMonoOn (dropEnergy g D K) (Icc 0 a) ∧
      StrictAntiOn (dropEnergy g D K) (Icc a b) ∧
      StrictMonoOn (dropEnergy g D K) (Ici b) := by
  obtain ⟨a, b, ha, hab, hf⟩ := slopeFactor_factors hg hD hK h
  have hb : 0 < b := ha.trans hab
  have hc := dropEnergy_continuous g D K
  -- the sign of the slope is the sign of (r - a)(r - b)
  have hd : ∀ r, 0 < r → ∃ c, 0 < c ∧
      deriv (dropEnergy g D K) r = c * ((r - a) * (r - b)) := by
    intro r hr
    refine ⟨3 * K * r * (r ^ 2 + (a + b) * r + (a ^ 2 + a * b + b ^ 2)), by positivity, ?_⟩
    rw [(dropEnergy_hasDerivAt g D K r).deriv, hf r]
    ring
  have m1 : StrictMonoOn (dropEnergy g D K) (Icc 0 a) := by
    apply strictMonoOn_of_deriv_pos (convex_Icc 0 a) hc.continuousOn
    intro r hr
    rw [interior_Icc] at hr
    obtain ⟨c, hc0, e⟩ := hd r hr.1
    rw [e]
    exact mul_pos hc0 (mul_pos_of_neg_of_neg (by linarith [hr.2]) (by linarith [hr.2]))
  have m2 : StrictAntiOn (dropEnergy g D K) (Icc a b) := by
    apply strictAntiOn_of_deriv_neg (convex_Icc a b) hc.continuousOn
    intro r hr
    rw [interior_Icc] at hr
    obtain ⟨c, hc0, e⟩ := hd r (ha.trans hr.1)
    rw [e]
    exact mul_neg_of_pos_of_neg hc0
      (mul_neg_of_pos_of_neg (by linarith [hr.1]) (by linarith [hr.2]))
  have m3 : StrictMonoOn (dropEnergy g D K) (Ici b) := by
    apply strictMonoOn_of_deriv_pos (convex_Ici b) hc.continuousOn
    intro r hr
    rw [interior_Ici] at hr
    have hr' : b < r := hr
    obtain ⟨c, hc0, e⟩ := hd r (hb.trans hr')
    rw [e]
    exact mul_pos hc0 (mul_pos (by linarith) (by linarith))
  have hmax : ∀ᶠ x in nhds a, dropEnergy g D K x ≤ dropEnergy g D K a := by
    filter_upwards [Ioo_mem_nhds ha hab] with x hx
    rcases le_total x a with h | h
    · exact m1.monotoneOn ⟨hx.1.le, h⟩ ⟨ha.le, le_rfl⟩ h
    · exact m2.antitoneOn ⟨le_rfl, hab.le⟩ ⟨h, hx.2.le⟩ h
  have hmin : ∀ᶠ x in nhds b, dropEnergy g D K b ≤ dropEnergy g D K x := by
    filter_upwards [Ioi_mem_nhds hab] with x hx
    rcases le_total x b with h | h
    · exact m2.antitoneOn ⟨le_of_lt hx, h⟩ ⟨hab.le, le_rfl⟩ h
    · exact m3.monotoneOn (mem_Ici.2 le_rfl) (mem_Ici.2 h) h
  refine ⟨a, b, ha, hab, fun r hr => ?_, hmax, hmin, m1, m2, m3⟩
  obtain ⟨c, hc0, e⟩ := hd r hr
  rw [e, mul_eq_zero, mul_eq_zero, sub_eq_zero, sub_eq_zero]
  exact or_iff_right hc0.ne'
```

## Too much depletion for any drop

If $2048Kg^3>729D^4$, the first term of the identity is positive for $r>0$ and the second is non-negative. Hence $G'(r)>0$ at every positive radius, and $G$ is strictly increasing on $[0,\infty)$: a drop of any size lowers its energy by shrinking.

The theorem assumes only $g>0$ and the inequality, which already forces $K>0$. Since $D$ may have either sign here, the quadratic factor is shown to be non-negative by completing squares.

For a simulation at fixed particle number, volume and temperature, $K$ falls inversely with system size when the initial state is held fixed, so within this one-drop model with quadratic depletion the threshold sets a minimum box size for a locally stable drop.

```lean
/-- Above the threshold the drop energy has positive slope at every positive radius and is
strictly increasing. -/
theorem no_cluster {g D K : ℝ} (hg : 0 < g) (h : 729 * D ^ 4 < 2048 * K * g ^ 3) :
    (∀ r, 0 < r → 0 < deriv (dropEnergy g D K) r) ∧
      StrictMonoOn (dropEnergy g D K) (Ici 0) := by
  have hd : ∀ r, 0 < r → 0 < deriv (dropEnergy g D K) r := by
    intro r hr
    rw [(dropEnergy_hasDerivAt g D K r).deriv]
    refine mul_pos hr ((mul_pos_iff_of_pos_left (by positivity : 0 < 2048 * g ^ 3)).1 ?_)
    rw [slopeFactor_identity]
    have hq : 0 ≤ 27 * D ^ 2 * r ^ 2 + 48 * D * g * r + 64 * g ^ 2 := by
      nlinarith [sq_nonneg (9 * D * r + 8 * g), sq_nonneg g]
    have h1 : 0 < 2048 * K * g ^ 3 - 729 * D ^ 4 := by linarith
    exact add_pos_of_pos_of_nonneg (by positivity) (mul_nonneg (sq_nonneg _) hq)
  refine ⟨hd, strictMonoOn_of_deriv_pos (convex_Ici 0)
    (dropEnergy_continuous g D K).continuousOn fun r hr => ?_⟩
  rw [interior_Ici] at hr
  exact hd r hr
```

## The marginal case

At equality only the square term survives:

$$2048g^3h(r)=(9Dr-8g)^2(27D^2r^2+48Dgr+64g^2).$$

With $g,D>0$ the quadratic factor is positive for $r>0$, so the only positive stationary radius is $8g/(9D)$. The critical nucleus and the stable drop have merged there.

```lean
/-- Exactly at the threshold the only positive stationary radius is `8g/(9D)`. -/
theorem threshold_radius {g D K : ℝ} (hg : 0 < g) (hD : 0 < D)
    (h : 2048 * K * g ^ 3 = 729 * D ^ 4) {r : ℝ} (hr : 0 < r) :
    deriv (dropEnergy g D K) r = 0 ↔ r = 8 * g / (9 * D) := by
  have hi := slopeFactor_identity g D K r
  rw [h, sub_self, mul_zero, zero_mul, zero_add] at hi
  have hq : 27 * D ^ 2 * r ^ 2 + 48 * D * g * r + 64 * g ^ 2 ≠ 0 := by positivity
  have hg3 : 2048 * g ^ 3 ≠ 0 := by positivity
  rw [(dropEnergy_hasDerivAt g D K r).deriv, eq_div_iff (by positivity : 9 * D ≠ 0)]
  constructor
  · intro h0
    rw [(mul_eq_zero.1 h0).resolve_left hr.ne', mul_zero] at hi
    have h1 := pow_eq_zero_iff (two_ne_zero) |>.1 ((mul_eq_zero.1 hi.symm).resolve_right hq)
    linarith
  · intro h0
    rw [show 9 * D * r - 8 * g = 0 by linarith, zero_pow two_ne_zero, zero_mul] at hi
    rw [(mul_eq_zero.1 hi).resolve_left hg3, mul_zero]
```

The slope is positive on both sides of this radius, so it is a point of horizontal inflection and not an extremum. The proof obtains strict increase on the interval up to $8g/(9D)$ and on the one beyond it, then joins them by passing through the common endpoint.

```lean
/-- At the threshold the drop energy is still strictly increasing in the radius. -/
theorem threshold_strictMono {g D K : ℝ} (hg : 0 < g) (hD : 0 < D)
    (h : 2048 * K * g ^ 3 = 729 * D ^ 4) : StrictMonoOn (dropEnergy g D K) (Ici 0) := by
  have hc := (dropEnergy_continuous g D K)
  have hp : 0 < 8 * g / (9 * D) := by positivity
  have hd : ∀ r, 0 < r → r ≠ 8 * g / (9 * D) → 0 < deriv (dropEnergy g D K) r := by
    intro r hr hne
    refine lt_of_le_of_ne ?_ (fun h0 => hne ((threshold_radius hg hD h hr).1 h0.symm))
    rw [(dropEnergy_hasDerivAt g D K r).deriv]
    refine mul_nonneg hr.le ?_
    by_contra hn
    have h1 := mul_neg_of_pos_of_neg (by positivity : 0 < 2048 * g ^ 3) (not_le.1 hn)
    rw [slopeFactor_identity, h, sub_self, mul_zero, zero_mul, zero_add] at h1
    exact absurd h1 (not_lt.2 (by positivity))
  -- join the two intervals on either side of the stationary radius
  have m1 : StrictMonoOn (dropEnergy g D K) (Icc 0 (8 * g / (9 * D))) := by
    apply strictMonoOn_of_deriv_pos (convex_Icc _ _) hc.continuousOn
    intro r hr
    rw [interior_Icc] at hr
    exact hd r hr.1 hr.2.ne
  have m2 : StrictMonoOn (dropEnergy g D K) (Ici (8 * g / (9 * D))) := by
    apply strictMonoOn_of_deriv_pos (convex_Ici _) hc.continuousOn
    intro r hr
    rw [interior_Ici] at hr
    exact hd r (hp.trans hr) (ne_of_gt hr)
  intro x hx y hy hxy
  rcases le_total y (8 * g / (9 * D)) with h1 | h1
  · exact m1 ⟨hx, hxy.le.trans h1⟩ ⟨hy, h1⟩ hxy
  · rcases le_or_gt (8 * g / (9 * D)) x with h2 | h2
    · exact m2 h2 h1 hxy
    · exact (m1 ⟨hx, h2.le⟩ ⟨hp.le, le_rfl⟩ h2).trans_le
        (m2.monotoneOn (mem_Ici.2 le_rfl) h1 h1)
```

## When a drop beats the uniform vapour

A local minimum can still lie above $G(0)=0$, in which case the drop is only metastable. To find when some drop has negative energy, apply the same method to $G/r^2=g-Dr+\tfrac12Kr^4$. Its minimum on $r>0$ lies where $2Kr^3=D$, with value $g-\tfrac34Dr$, which vanishes at $r=4g/(3D)$ when $128Kg^3=27D^4$. The corresponding identity is

$$256g^3G(r)=r^2\Bigl[(128Kg^3-27D^4)r^4+(3Dr-4g)^2(3D^2r^2+8Dgr+16g^2)\Bigr].$$

If $128Kg^3\ge27D^4$, the right side is non-negative for every $r>0$, so no drop has negative energy. If $128Kg^3<27D^4$, the radius $4g/(3D)$ removes the square and leaves a negative value. The two directions of the proof are these two cases. The theorem assumes $g,D>0$ and no sign for $K$.

In terms of $\lambda$, a drop of negative energy exists for $\lambda<16/27$, while the local minimum exists for all $0<\lambda<1$. A calculation that finds a root $b$ should therefore also evaluate $G(b)$ before calling the drop the preferred state.

```lean
/-- Some drop of positive radius has energy below zero, the energy at zero radius, exactly
when `128 K g³ < 27 D⁴`. -/
theorem exists_negative_energy_iff {g D K : ℝ} (hg : 0 < g) (hD : 0 < D) :
    (∃ r, 0 < r ∧ dropEnergy g D K r < 0) ↔ 128 * K * g ^ 3 < 27 * D ^ 4 := by
  have hi : ∀ r, 256 * g ^ 3 * dropEnergy g D K r =
      r ^ 2 * ((128 * K * g ^ 3 - 27 * D ^ 4) * r ^ 4
        + (3 * D * r - 4 * g) ^ 2 * (3 * D ^ 2 * r ^ 2 + 8 * D * g * r + 16 * g ^ 2)) := by
    intro r
    unfold dropEnergy
    ring
  have hg3 : 0 < 256 * g ^ 3 := by positivity
  constructor
  · rintro ⟨r, hr, hneg⟩
    by_contra hn
    have h1 : 0 ≤ 128 * K * g ^ 3 - 27 * D ^ 4 := by linarith [not_lt.1 hn]
    have h2 := mul_neg_of_pos_of_neg hg3 hneg
    rw [hi r] at h2
    exact absurd h2 (not_lt.2 (by positivity))
  · intro h
    -- the radius 4g/(3D) removes the square
    obtain ⟨r, hr, e⟩ : ∃ r : ℝ, 0 < r ∧ 3 * D * r = 4 * g :=
      ⟨4 * g / (3 * D), by positivity, by field_simp⟩
    refine ⟨r, hr, ?_⟩
    by_contra hn
    have h1 := mul_nonneg hg3.le (not_lt.1 hn)
    rw [hi r, e, sub_self, zero_pow two_ne_zero, zero_mul, add_zero] at h1
    have h2 : r ^ 2 * ((128 * K * g ^ 3 - 27 * D ^ 4) * r ^ 4) < 0 :=
      mul_neg_of_pos_of_neg (by positivity)
        (mul_neg_of_neg_of_pos (by linarith) (by positivity))
    linarith

end

end ClosedSystemNucleation
```

```lean
#print axioms ClosedSystemNucleation.barrier_and_stable_cluster
#print axioms ClosedSystemNucleation.no_cluster
#print axioms ClosedSystemNucleation.threshold_strictMono
#print axioms ClosedSystemNucleation.exists_negative_energy_iff
```

```
'ClosedSystemNucleation.barrier_and_stable_cluster' depends on axioms: [propext, Classical.choice, Quot.sound]
'ClosedSystemNucleation.no_cluster' depends on axioms: [propext, Classical.choice, Quot.sound]
'ClosedSystemNucleation.threshold_strictMono' depends on axioms: [propext, Classical.choice, Quot.sound]
'ClosedSystemNucleation.exists_negative_energy_iff' depends on axioms: [propext, Classical.choice, Quot.sound]
```
